# For an exponential density, the intensity truncated at second order in k is negative beyond k = a/2, though its multipole series converges up to k = a

When the wavelength of the radiation is no longer long compared with the charge cloud it meets, the factor $e^{i\mathbf k\cdot\mathbf r}$ can't be replaced by 1, and one expands in powers of the wave number $k$. An intensity is a squared amplitude, so it can't be negative. Yet if I expand the intensity itself and stop at order $k^2$, I seem to get negative numbers even for a very simple density.

Take the normalised exponential density $\rho(r)=a^3e^{-ar}/(8\pi)$ with $a>0$. I believe that its form factor is

$$F(k)=\frac{a^3}{2}\int_0^\infty r^2e^{-ar}\,\frac{\sin kr}{kr}\,dr=\frac{a^4}{(a^2+k^2)^2},$$

that $F^2$ truncated at second order is $1-4k^2/a^2$, which is negative for $k>a/2$, and that the terms of the full series grow without bound for $k>a$. Is the negative value just a symptom of a divergent series, or does it appear while the series still converges? I'd like to see this made rigorous, with a proof that a machine has checked.

## The negative value appears before the series diverges

For $a/2<k<a$ the second-order intensity is negative although the complete series converges to the positive exact intensity. At $k=3a/4$, for example, the truncation gives $-5/4$, while the exact value is $(16/25)^4\approx 0.168$. The series fails from $k=a$ onwards, with the boundary point included. Here "multipole series" means the expansion in powers of $k$. A spherical density has no multipole moments beyond the monopole, and the higher powers of $k$ come from its radial extent.

**The form factor.** Averaging the plane wave over directions gives the kernel in your integral:

$$\frac12\int_{-1}^{1}e^{ikru}\,du=\frac{\sin kr}{kr}.$$

The volume element contributes $4\pi r^2$, and $4\pi\cdot a^3/(8\pi)=a^3/2$ is the prefactor. One power of $r$ cancels, so

$$F(k)=\frac{a^3}{2k}\int_0^\infty r\,e^{-ar}\sin kr\,dr.$$

To evaluate the remaining integral, try the antiderivative

$$G(r)=e^{-ar}\big[(Ar+B)\sin kr+(Cr+D)\cos kr\big].$$

Its derivative equals $r\,e^{-ar}\sin kr$ if the coefficients of $r\sin kr$, $\sin kr$, $r\cos kr$ and $\cos kr$ match:

$$-aA-kC=1,\quad A-aB-kD=0,\quad kA-aC=0,\quad kB+C-aD=0.$$

With $s=a^2+k^2$, the first and third equations give $A=-a/s$ and $C=-k/s$. The other two then give $B=(k^2-a^2)/s^2$ and $D=-2ak/s^2$. Since $G$ vanishes at infinity and $G(0)=D$, the integral is $-D=2ak/s^2$. Therefore

$$F(k)=\frac{a^3}{2k}\cdot\frac{2ak}{(a^2+k^2)^2}=\frac{a^4}{(a^2+k^2)^2}.$$

**The expansion of the intensity.** Put $x=k^2/a^2$. Then $F=(1+x)^{-2}$ and $F^2=(1+x)^{-4}$, which is positive. Differentiating the geometric series $\sum_n y^n=1/(1-y)$ three times and dividing by $3!$ gives, for $|y|<1$,

$$\sum_{n=0}^{\infty}\binom{n+3}{3}y^n=\frac{1}{(1-y)^4}.$$

Setting $y=-x$ yields, for $k<a$,

$$F(k)^2=\sum_{n=0}^{\infty}\binom{n+3}{3}\left(-\frac{k^2}{a^2}\right)^n.$$

**The truncation.** The terms $n=0$ and $n=1$ add up to $1-4k^2/a^2$. This is negative exactly when $4k^2>a^2$, that is, when $k>a/2$. The amplitude shows where the sign comes from. Since $F=1-2x+\dots$, the cross term between the zeroth and second orders contributes $-4x$ to the intensity, while the square $4x^2$, which would complete the non-negative expression $(1-2x)^2$, is of fourth order in $k$ and has been discarded.

**The divergence.** First, $\binom{n+3}{3}\ge n$. This is clear for $n=0$, and Pascal's rule

$$\binom{n+4}{3}=\binom{n+3}{2}+\binom{n+3}{3}$$

shows that the binomial coefficient grows by at least 1 at each step, while $n$ grows by exactly 1. If $k\ge a$, then $x^n\ge 1$, so the $n$-th term has magnitude at least $n$. The terms are unbounded, and since they don't tend to zero, the series can't converge.

Here is the Lean file that proves these statements.

```lean
import Mathlib

open MeasureTheory Filter Set Topology

namespace MultipoleIntensity

noncomputable section

/-- For `a > 0` and `k > 0`, the form factor at wave number `k` of the normalised exponential
density with decay constant `a`: the radial integral of the density against the spherical wave `sin
(k r) / (k r)`. -/
def formFactor (a k : ℝ) : ℝ :=
  a ^ 3 / 2 * ∫ r in Ioi (0 : ℝ), r ^ 2 * Real.exp (-a * r) * (Real.sin (k * r) / (k * r))

/-- The full intensity, the square of the form factor. -/
def intensity (a k : ℝ) : ℝ := formFactor a k ^ 2

/-- The term of order `2 n` in `k` of the multipole expansion of the intensity. -/
def multipoleTerm (a k : ℝ) (n : ℕ) : ℝ :=
  ((n + 3).choose 3 : ℝ) * (-(k ^ 2 / a ^ 2)) ^ n

/-- The intensity truncated to the first `N` terms of its multipole expansion. -/
def truncatedIntensity (a k : ℝ) (N : ℕ) : ℝ :=
  ∑ n ∈ Finset.range N, multipoleTerm a k n

/-- The radial integral of `r exp (-a r) sin (k r)` over the half-line. -/
theorem radial_integral {a k : ℝ} (ha : 0 < a) :
    ∫ r in Ioi (0 : ℝ), r * Real.exp (-a * r) * Real.sin (k * r)
      = 2 * a * k / (a ^ 2 + k ^ 2) ^ 2 := by
  have hs : a ^ 2 + k ^ 2 ≠ 0 := by positivity
  -- coefficients of the antiderivative
  obtain ⟨A, B, C, D, h1, h2, h3, h4, hD⟩ : ∃ A B C D : ℝ,
      -a * A - k * C = 1 ∧ A - a * B - k * D = 0 ∧ k * A - a * C = 0 ∧
      k * B + C - a * D = 0 ∧ D = -(2 * a * k / (a ^ 2 + k ^ 2) ^ 2) := by
    refine ⟨-a / (a ^ 2 + k ^ 2), (k ^ 2 - a ^ 2) / (a ^ 2 + k ^ 2) ^ 2,
      -k / (a ^ 2 + k ^ 2), -(2 * a * k / (a ^ 2 + k ^ 2) ^ 2), ?_, ?_, ?_, ?_, rfl⟩ <;>
      field_simp <;> ring
  have hu1 : Tendsto (fun r : ℝ => r * Real.exp (-a * r)) atTop (𝓝 0) := by
    simpa only [Real.rpow_one] using tendsto_rpow_mul_exp_neg_mul_atTop_nhds_zero 1 a ha
  have hu0 : Tendsto (fun r : ℝ => Real.exp (-a * r)) atTop (𝓝 0) := by
    simpa only [Real.rpow_zero, one_mul] using
      tendsto_rpow_mul_exp_neg_mul_atTop_nhds_zero 0 a ha
  -- a decaying amplitude times a bounded oscillation decays
  have key : ∀ u v : ℝ → ℝ, (∀ r, |v r| ≤ 1) → Tendsto u atTop (𝓝 0) →
      Tendsto (fun r => u r * v r) atTop (𝓝 0) := by
    intro u v hv hu
    have hu' : Tendsto (fun r => |u r|) atTop (𝓝 0) := by simpa using hu.abs
    refine squeeze_zero_norm (fun r => ?_) hu'
    rw [Real.norm_eq_abs, abs_mul]
    exact mul_le_of_le_one_right (abs_nonneg _) (hv r)
  have amp : ∀ P Q : ℝ, Tendsto
      (fun r : ℝ => P * (r * Real.exp (-a * r)) + Q * Real.exp (-a * r)) atTop (𝓝 0) := by
    intro P Q
    simpa only [mul_zero, add_zero] using (hu1.const_mul P).add (hu0.const_mul Q)
  have hlim : Tendsto (fun r : ℝ =>
      (A * (r * Real.exp (-a * r)) + B * Real.exp (-a * r)) * Real.sin (k * r)
      + (C * (r * Real.exp (-a * r)) + D * Real.exp (-a * r)) * Real.cos (k * r))
      atTop (𝓝 0) := by
    simpa only [add_zero] using
      (key _ (fun r => Real.sin (k * r)) (fun r => Real.abs_sin_le_one _) (amp A B)).add
        (key _ (fun r => Real.cos (k * r)) (fun r => Real.abs_cos_le_one _) (amp C D))
  have hderiv : ∀ r ∈ Ici (0 : ℝ), HasDerivAt (fun r : ℝ =>
      (A * (r * Real.exp (-a * r)) + B * Real.exp (-a * r)) * Real.sin (k * r)
      + (C * (r * Real.exp (-a * r)) + D * Real.exp (-a * r)) * Real.cos (k * r))
      (r * Real.exp (-a * r) * Real.sin (k * r)) r := by
    intro r _
    have hE := ((hasDerivAt_id' r).const_mul (-a)).exp
    have hS := ((hasDerivAt_id' r).const_mul k).sin
    have hC := ((hasDerivAt_id' r).const_mul k).cos
    have hrE := (hasDerivAt_id' r).fun_mul hE
    refine ((((hrE.const_mul A).fun_add (hE.const_mul B)).fun_mul hS).fun_add
      (((hrE.const_mul C).fun_add (hE.const_mul D)).fun_mul hC)).congr_deriv ?_
    linear_combination r * Real.exp (-a * r) * Real.sin (k * r) * h1
      + Real.exp (-a * r) * Real.sin (k * r) * h2
      + r * Real.exp (-a * r) * Real.cos (k * r) * h3
      + Real.exp (-a * r) * Real.cos (k * r) * h4
  have hint : IntegrableOn
      (fun r : ℝ => r * Real.exp (-a * r) * Real.sin (k * r)) (Ioi 0) := by
    have h0 : IntegrableOn (fun r : ℝ => r * Real.exp (-a * r)) (Ioi 0) := by
      simpa only [Real.rpow_one] using
        integrableOn_rpow_mul_exp_neg_mul_rpow (s := 1) (p := 1) (b := a)
          (by norm_num) (by norm_num) ha
    refine Integrable.mono' h0 (Continuous.aestronglyMeasurable (by fun_prop)) ?_
    filter_upwards [ae_restrict_mem measurableSet_Ioi] with r hr
    have hr0 : 0 < r := hr
    have hp : 0 ≤ r * Real.exp (-a * r) := by positivity
    rw [Real.norm_eq_abs, abs_mul, abs_of_nonneg hp]
    exact mul_le_of_le_one_right hp (Real.abs_sin_le_one _)
  rw [integral_Ioi_of_hasDerivAt_of_tendsto' hderiv hint hlim]
  simp [hD]

/-- The form factor of the exponential density is `a ^ 4 / (a ^ 2 + k ^ 2) ^ 2`. -/
theorem formFactor_eq {a k : ℝ} (ha : 0 < a) (hk : 0 < k) :
    formFactor a k = a ^ 4 / (a ^ 2 + k ^ 2) ^ 2 := by
  have h : EqOn (fun r : ℝ => r ^ 2 * Real.exp (-a * r) * (Real.sin (k * r) / (k * r)))
      (fun r : ℝ => 1 / k * (r * Real.exp (-a * r) * Real.sin (k * r))) (Ioi 0) := by
    intro r hr
    have hr0 : 0 < r := hr
    dsimp only
    field_simp
  rw [formFactor, setIntegral_congr_fun measurableSet_Ioi h, integral_const_mul,
    radial_integral ha]
  field_simp

/-- For `k < a` the multipole terms sum to the full intensity. -/
theorem hasSum_multipoleTerm {a k : ℝ} (ha : 0 < a) (hk : 0 < k) (hka : k < a) :
    HasSum (multipoleTerm a k) (intensity a k) := by
  have hx : ‖-(k ^ 2 / a ^ 2)‖ < 1 := by
    rw [norm_neg, Real.norm_of_nonneg (by positivity), div_lt_one (by positivity)]
    nlinarith
  have hv : intensity a k = 1 / (1 - -(k ^ 2 / a ^ 2)) ^ 4 := by
    have h1 : 1 - -(k ^ 2 / a ^ 2) = (a ^ 2 + k ^ 2) / a ^ 2 := by
      rw [sub_neg_eq_add, add_div, div_self (by positivity)]
    rw [intensity, formFactor_eq ha hk, h1, div_pow, div_pow, one_div_div]
    field_simp
  rw [hv]
  exact hasSum_choose_mul_geometric_of_norm_lt_one 3 hx

/-- The truncation at second order in `k` is `1 - 4 k ^ 2 / a ^ 2`. -/
theorem truncatedIntensity_two (a k : ℝ) :
    truncatedIntensity a k 2 = 1 - 4 * k ^ 2 / a ^ 2 := by
  have h3 : Nat.choose (0 + 3) 3 = 1 := by decide
  have h4 : Nat.choose (1 + 3) 3 = 4 := by decide
  rw [truncatedIntensity, Finset.sum_range_succ, Finset.sum_range_one]
  simp only [multipoleTerm, h3, h4]
  push_cast
  ring

/-- For `k ≥ a` the magnitudes of the multipole terms grow beyond every bound. -/
theorem multipoleTerm_tendsto_atTop {a k : ℝ} (ha : 0 < a) (hak : a ≤ k) :
    Tendsto (fun n => |multipoleTerm a k n|) atTop atTop := by
  have hc : ∀ n : ℕ, n ≤ (n + 3).choose 3 := by
    intro n
    induction n with
    | zero => exact Nat.zero_le _
    | succ n ih =>
      have h1 : (n + 1 + 3).choose 3 = (n + 3).choose 2 + (n + 3).choose 3 :=
        Nat.choose_succ_succ (n + 3) 2
      have h2 : 0 < (n + 3).choose 2 := Nat.choose_pos (by omega)
      omega
  have hx : 1 ≤ k ^ 2 / a ^ 2 := by
    rw [one_le_div (by positivity)]
    nlinarith
  refine tendsto_atTop_mono (fun n => ?_) (tendsto_natCast_atTop_atTop (R := ℝ))
  have hn : (n : ℝ) ≤ ((n + 3).choose 3 : ℝ) := by exact_mod_cast hc n
  rw [multipoleTerm, abs_mul, abs_pow, abs_neg, Nat.abs_cast,
    abs_of_nonneg (by positivity : 0 ≤ k ^ 2 / a ^ 2)]
  exact hn.trans (le_mul_of_one_le_right (Nat.cast_nonneg _) (one_le_pow₀ hx))

/-- The full intensity is positive, its second-order truncation is negative exactly for
`k > a / 2`, and its multipole expansion converges to it exactly for `k < a`. -/
theorem intensity_and_multipole_expansion {a k : ℝ} (ha : 0 < a) (hk : 0 < k) :
    0 < intensity a k ∧ (truncatedIntensity a k 2 < 0 ↔ a / 2 < k) ∧
      (HasSum (multipoleTerm a k) (intensity a k) ↔ k < a) := by
  refine ⟨?_, ?_, ?_, hasSum_multipoleTerm ha hk⟩
  · rw [intensity, formFactor_eq ha hk]
    positivity
  · rw [truncatedIntensity_two, sub_neg, lt_div_iff₀ (by positivity)]
    constructor <;> intro h <;> nlinarith
  · -- a convergent series has terms tending to zero, which fails for `k ≥ a`
    intro h
    by_contra hka
    exact not_tendsto_nhds_of_tendsto_atTop
      (multipoleTerm_tendsto_atTop ha (not_lt.mp hka)) _ h.summable.tendsto_atTop_zero.abs

end

end MultipoleIntensity
```

```lean
#print axioms MultipoleIntensity.intensity_and_multipole_expansion
-- 'MultipoleIntensity.intensity_and_multipole_expansion' depends on axioms: [propext, Classical.choice, Quot.sound]
```

## How the definitions represent the density and its expansion

The real number `a` is the decay constant of the density and `k` is the wave number. `formFactor a k` is your radial integral with its prefactor, taken over `Ioi 0`, the open half-line $r>0$. It is defined by the integral, so the closed form is a theorem, `formFactor_eq`. `intensity a k` is the square of the form factor.

`multipoleTerm a k n` is the term $\binom{n+3}{3}(-k^2/a^2)^n$, which is of order $2n$ in $k$. The definition writes the coefficients down directly, and `hasSum_multipoleTerm` justifies them by showing that the terms sum to the intensity for $0<k<a$. In `truncatedIntensity a k N`, the argument `N` counts terms and is not the order in $k$. The second-order truncation is therefore `truncatedIntensity a k 2`, which contains $n=0$ and $n=1$.

The main theorem, `intensity_and_multipole_expansion`, assumes only `0 < a` and `0 < k`. It states three things:

- The intensity is positive.
- The second-order truncation is negative if and only if $a/2<k$.
- The multipole terms sum to the intensity if and only if $k<a$.

Taken together, these answer your question: every $k$ strictly between $a/2$ and $a$ has a negative truncation and a convergent series.

The predicate `HasSum` expresses summation independent of the order of the terms, which for real numbers amounts to absolute convergence. Nothing is lost at $k\ge a$ by using this stronger notion, because `multipoleTerm_tendsto_atTop` shows that the magnitudes of the terms tend to infinity there. That also rules out convergence of the partial sums in their usual order.

The condition `0 < k` matters for the form factor. At $k=0$ the kernel should be read as its limit 1, but Lean evaluates the quotient $0/0$ as 0, so the formal integral would not give the physical value $F(0)=1$.

The model is a single spherical density with one length scale. It contains no transition between two different states, no polarisation vector and no momentum operator, so the intensity here is the squared form factor of a charge cloud and not an oscillator strength. If it is read as an elastic scattering intensity, $k$ is the length of the scattering vector and not the wave number of the incoming radiation. In this model the negative second-order value comes from the truncation alone, since the density is exact and no basis set enters. For calculated transition intensities beyond the dipole approximation this is an illustration of what truncation can do, not a proof about them.

## From the antiderivative to the convergence criterion

`radial_integral` carries out the integration. Its first step produces the constants $A$, $B$, $C$, $D$ together with the four matching equations `h1` to `h4` and the value of $D$. In `hderiv`, the product rule gives the derivative of $G$, and `linear_combination` reduces it to $r\,e^{-ar}\sin kr$ by multiplying each matching equation by the function whose coefficient it controls.

The behaviour at infinity is settled by `key`, which says that a decaying amplitude times a factor bounded by 1 decays. It is applied once with the sine and once with the cosine, and `hlim` adds the two results. Integrability, in `hint`, follows by comparison with $r\,e^{-ar}$. The fundamental theorem of calculus on the half-line then gives $0-G(0)=-D$. The lemma needs only $a>0$ and holds for every real $k$.

`formFactor_eq` performs the cancellation of one power of $r$, which is valid at every point of the open half-line, then takes the constant $1/k$ out of the integral and inserts the value just found.

`hasSum_multipoleTerm` checks that $k^2/a^2<1$ and rewrites the intensity as $1/(1-y)^4$ with $y=-k^2/a^2$. Mathlib already has the series obtained above by differentiating the geometric series, under the name `hasSum_choose_mul_geometric_of_norm_lt_one`, and its case 3 is the one required. `truncatedIntensity_two` evaluates the two binomial coefficients, 1 and 4, and adds the terms.

In `multipoleTerm_tendsto_atTop`, the bound `hc` is the induction with Pascal's rule, and `hx` is the inequality $k^2/a^2\ge 1$. Together they place the magnitude of the $n$-th term above $n$, and `tendsto_atTop_mono` transfers the divergence of $n$ to the terms.

The main theorem assembles these results. Positivity is read off from the closed form. The sign of the truncation reduces to comparing $a^2$ with $4k^2$, which `nlinarith` converts to and from $a/2<k$ using the positivity of both numbers. For the convergence criterion, one direction is `hasSum_multipoleTerm`. The other argues by contradiction: if the series had a sum while $k\ge a$, its terms would tend to zero, whereas their magnitudes tend to infinity.

## The same argument for a Yukawa-shaped density

The density $a^2e^{-ar}/(4\pi r)$ is also normalised. It diverges at the origin, and an electronic state with this density would have infinite kinetic energy, so it serves only as a mathematical comparison. Its form factor is

$$\frac{a^2}{k}\int_0^\infty e^{-ar}\sin kr\,dr=\frac{a^2}{a^2+k^2}.$$

An antiderivative of the same shape with $A=C=0$ suffices. The intensity is now $(1+x)^{-2}$, with terms $(n+1)(-x)^n$, and its second-order truncation $1-2k^2/a^2$ is negative exactly for $k>a/\sqrt2$. For $k\ge a$ the $n$-th term has magnitude at least $n+1$, so this series too converges exactly for $k<a$. The interval in which a negative truncation coexists with a convergent series is narrower, $a/\sqrt2<k<a$. The file above doesn't treat this second density, but its proofs would carry over with these changes.
